# Closed form of the multipole integral between an exponential core function and a threshold Coulomb wave

Take the series $F_0(x)=\sum_{k\ge0}x^k/(k!)^2$ and a real number $b$. Since $\int_0^\infty r^k e^{-r}\,dr=k!$, integrating term by term cancels one factorial and leaves an exponential:

$$\int_0^\infty e^{-r}F_0(br)\,dr=\sum_{k\ge0}\frac{b^k}{k!}=e^b .$$

The same cancellation gives, up to normalization, the radial dipole amplitude from the 1s state of hydrogen to the ionization threshold. In hartree atomic units the p wave at zero energy, scaled to start as $r^2$, is

$$u(r)=\sum_{k\ge0}\frac{6(-2)^k r^{k+2}}{k!\,(k+3)!}.$$

Integrated against $r^2e^{-r}$, the dipole operator $r$ times the core function $re^{-r}$, each term produces $(k+4)!$, so a linear weight survives:

$$\int_0^\infty r^2e^{-r}u\,dr=6\sum_{k\ge0}\frac{(-2)^k(k+4)}{k!}=6(4-2)e^{-2}=12e^{-2}.$$

## The wave for any charge and angular momentum

Let $Z$ be the nuclear charge, $l$ the angular momentum, and

$$F_n(x)=\sum_{k\ge0}c_{n,k}x^k,\quad c_{n,k}=\frac1{k!(k+n)!},\quad u(r)=(2l+1)!\,r^{l+1}F_{2l+1}(-2Zr).$$

The terms of $F_n$ are bounded by $|x|^k/k!$, so the series converges everywhere and may be differentiated termwise. From $(k+1)c_{n,k+1}=c_{n+1,k}$ follows $F_n'=F_{n+1}$. From $c_{n,k}=(k+n+1)c_{n+1,k}$, and $\sum_k k\,c_{n+1,k}x^k=xF_{n+1}'=xF_{n+2}$, follows

$$F_n=(n+1)F_{n+1}+xF_{n+2}.$$

Put $n=2l+1$ and evaluate every $F$ at $-2Zr$. Differentiating $u$ twice gives

$$\frac{u''}{(2l+1)!}=l(l+1)r^{l-1}F_n-2Zr^l\big[(2l+2)F_{n+1}-2Zr\,F_{n+2}\big].$$

The bracket is $F_n$ by the recurrence, hence $u''=\big(l(l+1)/r^2-2Z/r\big)u$ for $r>0$. With $Z=l=1$ this is $u''=(2/r^2-2/r)u$.

## The amplitude and its zero

For $a>0$, the moments $\int_0^\infty r^Ne^{-ar}dr=N!/a^{N+1}$ give

$$\int_0^\infty r^ne^{-ar}F_n(br)\,dr=\sum_{k\ge0}\frac{b^k}{k!\,a^{k+n+1}}=\frac{e^{b/a}}{a^{n+1}}.$$

Sum and integral may be exchanged because the integrals of the absolute values add up to $e^{|b|/a}/a^{n+1}$.

For the core function $re^{-ar}$ and the operator $r^l$, the integrand is $(2l+1)!\,r^{2l+2}e^{-ar}F_{2l+1}(-2Zr)$. The recurrence splits it into two integrals of the type just found, with indices $2l+2$ and $2l+3$:

$$\int_0^\infty r^l\,re^{-ar}u\,dr=\frac{(2l+1)!\,\big(2l+2-2Z/a\big)e^{-2Z/a}}{a^{2l+3}}.$$

It vanishes exactly when $Z=(l+1)a$. For $l=0$ and $Z=a$ the zero is the orthogonality of the 1s state to the threshold s wave of the same Hamiltonian.

The condition $a>0$ says that the core state is bound. With $a=-1$, $Z=0$, $l=0$ the integrand is $r^2e^{r}$, whose integral diverges, while the formula would give $-2$ for a positive function.

An integral of this kind can also be computed on a radial grid: the radial equation is integrated outward, the solution is multiplied by the core function and the operator, and the product is integrated by quadrature. For hydrogen at zero energy, with the core function $re^{-r}$ and the p wave scaled to start as $r^2$, the result can be compared with $12e^{-2}\approx1.624$. The normalized 1s function is $2re^{-r}$, and normalization per hartree multiplies the p wave by $2/3$, so the fully normalized radial amplitude is $16e^{-2}$.

## The series and the physical objects in Lean

```lean
import Mathlib

open MeasureTheory Set
open scoped Nat

namespace ThresholdPhotoionization

noncomputable section
```

`coeff n k` is $c_{n,k}$.

```lean
/-- The coefficient `1 / (k! (k+n)!)` of the Coulomb series. -/
def coeff (n k : ℕ) : ℝ := 1 / ((k ! : ℝ) * ((k + n)! : ℝ))
```

`coulomb n x` is $F_n(x)$, written as an infinite sum over the reals.

```lean
/-- The series `∑ x^k / (k! (k+n)!)` from which threshold Coulomb waves are built. -/
def coulomb (n : ℕ) (x : ℝ) : ℝ := ∑' k : ℕ, coeff n k * x ^ k
```

The wave is a function of a real $r$. The charge `Z` may be any real number. For $Z\le0$ the function is still the regular solution at zero energy, but for $r>0$ it grows without oscillating. The prefactor fixes the scale: $u$ starts as $r^{l+1}$.

```lean
/-- The unnormalized radial wave of angular momentum `l` at zero energy in the field of a
nuclear charge `Z`. -/
def thresholdWave (Z : ℝ) (l : ℕ) (r : ℝ) : ℝ :=
  ((2 * l + 1)! : ℝ) * (r ^ (l + 1) * coulomb (2 * l + 1) (-2 * Z * r))
```

The density contains the reduced core function $re^{-ar}$, without its normalization constant. Its exponent `a` is independent of `Z`, so the core electron and the outgoing electron may see different charges. Angular factors, relativistic effects, core-hole relaxation and energies above threshold are not modelled.

```lean
/-- The product of the operator `r^l`, the core function `r exp(-a r)` and the threshold
wave of angular momentum `l`. -/
def multipoleDensity (Z a : ℝ) (l : ℕ) (r : ℝ) : ℝ :=
  r ^ l * (r * Real.exp (-(a * r))) * thresholdWave Z l r
```

## Ladder relations and the recurrence

The first lemma collects positivity and the two coefficient relations used above. Each comes from unfolding one factorial.

```lean
/-- The Coulomb coefficients are positive and obey two ladder relations. -/
theorem coeff_relations (n k : ℕ) : 0 < coeff n k ∧
    ((k : ℝ) + 1) * coeff n (k + 1) = coeff (n + 1) k ∧
    coeff n k = ((k : ℝ) + n + 1) * coeff (n + 1) k := by
  have h : ((k + (n + 1))! : ℝ) = ((k : ℝ) + n + 1) * ((k + n)! : ℝ) := by
    rw [← add_assoc, Nat.factorial_succ]
    push_cast
    ring
  refine ⟨by unfold coeff; positivity, ?_, ?_⟩
  · unfold coeff
    rw [Nat.factorial_succ k, show k + 1 + n = k + (n + 1) by omega]
    push_cast
    field_simp
  · unfold coeff
    rw [h]
    field_simp
```

`HasSum` states convergence together with the value of the sum. The first part compares with the exponential series. The second says that the termwise derivative of $F_n$ sums to $F_{n+1}$; the constant term drops out and the index shifts by one.

```lean
/-- The Coulomb series converges everywhere, and its termwise derivative sums to the series
of the next index. -/
theorem coulomb_hasSum (n : ℕ) (x : ℝ) :
    HasSum (fun k : ℕ => coeff n k * x ^ k) (coulomb n x) ∧
    HasSum (fun k : ℕ => coeff n k * (k * x ^ (k - 1))) (coulomb (n + 1) x) := by
  have h0 : ∀ m : ℕ, HasSum (fun k : ℕ => coeff m k * x ^ k) (coulomb m x) := by
    intro m
    refine (Summable.of_norm_bounded (g := fun k : ℕ => |x| ^ k / (k ! : ℝ))
      (Real.summable_pow_div_factorial |x|) (fun k => ?_)).hasSum
    have hD : 0 < (k ! : ℝ) * ((k + m)! : ℝ) := by positivity
    have h1 : (1 : ℝ) ≤ ((k + m)! : ℝ) := by
      exact_mod_cast Nat.succ_le_of_lt (Nat.factorial_pos (k + m))
    rw [coeff, one_div_mul_eq_div, Real.norm_eq_abs, abs_div, abs_pow, abs_of_pos hD]
    exact div_le_div_of_nonneg_left (by positivity) (by positivity)
      (le_mul_of_one_le_right (by positivity) h1)
  refine ⟨h0 n, ?_⟩
  -- the constant term drops out and the index moves by one
  have h := (hasSum_nat_add_iff (f := fun k : ℕ => coeff n k * (k * x ^ (k - 1))) 1).1
    ((h0 (n + 1)).congr_fun fun k => by
      simp only [Nat.add_sub_cancel, ← (coeff_relations n k).2.1, Nat.cast_add, Nat.cast_one]
      ring)
  simpa using h
```

To differentiate under the sum, the proof works on the interval $(-|x|-1,\,|x|+1)$, where the derivative terms are bounded by their values at $|x|+1$. Those bounds are summable by the previous lemma.

```lean
/-- Differentiating the Coulomb series raises its index by one. -/
theorem coulomb_hasDerivAt (n : ℕ) (x : ℝ) :
    HasDerivAt (coulomb n) (coulomb (n + 1) x) x := by
  have hx : x ∈ Ioo (-(|x| + 1)) (|x| + 1) :=
    ⟨by linarith [neg_abs_le x], by linarith [le_abs_self x]⟩
  have hg : ∀ (k : ℕ) (y : ℝ), y ∈ Ioo (-(|x| + 1)) (|x| + 1) →
      HasDerivAt (fun y : ℝ => coeff n k * y ^ k) (coeff n k * (k * y ^ (k - 1))) y :=
    fun k y _ => (hasDerivAt_pow k y).const_mul _
  have hb : ∀ (k : ℕ) (y : ℝ), y ∈ Ioo (-(|x| + 1)) (|x| + 1) →
      ‖coeff n k * (k * y ^ (k - 1))‖ ≤ coeff n k * (k * (|x| + 1) ^ (k - 1)) := by
    intro k y hy
    have hy' : |y| ≤ |x| + 1 := (abs_lt.2 ⟨hy.1, hy.2⟩).le
    have hc := (coeff_relations n k).1
    rw [Real.norm_eq_abs, abs_mul, abs_mul, abs_pow, abs_of_pos hc, Nat.abs_cast]
    gcongr
  rw [← (coulomb_hasSum n x).2.tsum_eq]
  exact hasDerivAt_tsum_of_isPreconnected (coulomb_hasSum n (|x| + 1)).2.summable
    isOpen_Ioo isPreconnected_Ioo hg hb hx (coulomb_hasSum n x).1.summable hx
```

The recurrence is proved by showing that both sides are sums of the same series. The term $k=0$ is treated separately, because subtraction of natural numbers in Lean gives $0-1=0$, so that $x\cdot x^{k-1}=x^k$ is available only for $k\ge1$.

```lean
/-- Three neighbouring Coulomb series obey a linear recurrence. -/
theorem coulomb_recurrence (n : ℕ) (x : ℝ) :
    coulomb n x = ((n : ℝ) + 1) * coulomb (n + 1) x + x * coulomb (n + 1 + 1) x := by
  refine (coulomb_hasSum n x).1.unique ((((coulomb_hasSum (n + 1) x).1.mul_left
    ((n : ℝ) + 1)).add ((coulomb_hasSum (n + 1) x).2.mul_left x)).congr_fun fun k => ?_)
  rw [(coeff_relations n k).2.2]
  cases k with
  | zero => simp
  | succ j =>
    rw [Nat.add_sub_cancel]
    push_cast
    ring
```

## The radial equation

The theorem says that $u$ is differentiable on the whole line and that, for $r>0$, the derivative of `deriv (thresholdWave Z l)` is the right-hand side of the radial equation. In the proof, `hF` is the chain rule for $F_n(-2Zr)$ and `h1` is the formula for $u'$. The final `linear_combination` inserts the recurrence `hrec`, multiplied by $2Z(2l+1)!\,r^l$, just as the bracket was replaced above.

```lean
/-- The threshold wave is differentiable and solves the zero-energy radial Schrödinger
equation `u'' = (l(l+1)/r² - 2Z/r) u` for `r > 0`. -/
theorem thresholdWave_schrodinger (Z : ℝ) (l : ℕ) :
    Differentiable ℝ (thresholdWave Z l) ∧ ∀ r : ℝ, 0 < r →
      HasDerivAt (deriv (thresholdWave Z l))
        (((l : ℝ) * (l + 1) / r ^ 2 - 2 * Z / r) * thresholdWave Z l r) r := by
  have hF : ∀ (n : ℕ) (r : ℝ), HasDerivAt (fun s => coulomb n (-2 * Z * s))
      (coulomb (n + 1) (-2 * Z * r) * (-2 * Z)) r := fun n r =>
    (coulomb_hasDerivAt n (-2 * Z * r)).comp r
      (((hasDerivAt_id' r).const_mul (-2 * Z)).congr_deriv (mul_one _))
  have h1 : ∀ r : ℝ, HasDerivAt (thresholdWave Z l) (((2 * l + 1)! : ℝ) *
      (((l : ℝ) + 1) * r ^ l * coulomb (2 * l + 1) (-2 * Z * r) +
        r ^ (l + 1) * (coulomb (2 * l + 1 + 1) (-2 * Z * r) * (-2 * Z)))) r := fun r =>
    (((hasDerivAt_pow (l + 1) r).fun_mul (hF (2 * l + 1) r)).const_mul
      ((2 * l + 1)! : ℝ)).congr_deriv
      (by simp only [Nat.add_sub_cancel, Nat.cast_add, Nat.cast_one])
  refine ⟨fun r => (h1 r).differentiableAt, fun r hr => ?_⟩
  rw [funext fun s => (h1 s).deriv]
  have hl : (l : ℝ) * r ^ (l - 1) = l * r ^ l / r := by
    cases l with
    | zero => simp
    | succ j => rw [Nat.add_sub_cancel, pow_succ]; field_simp
  have hm : ((2 * l + 1 : ℕ) : ℝ) = 2 * (l : ℝ) + 1 := by norm_num
  have hrec := coulomb_recurrence (2 * l + 1) (-2 * Z * r)
  rw [hm] at hrec
  have hR : ((l : ℝ) * (l + 1) / r ^ 2 - 2 * Z / r) * thresholdWave Z l r =
      ((2 * l + 1)! : ℝ) * (((l : ℝ) + 1) * (l * r ^ l / r) - 2 * Z * r ^ l) *
        coulomb (2 * l + 1) (-2 * Z * r) := by
    rw [thresholdWave]
    field_simp
    ring
  refine (((((hasDerivAt_pow l r).const_mul ((l : ℝ) + 1)).fun_mul
    (hF (2 * l + 1) r)).fun_add ((hasDerivAt_pow (l + 1) r).fun_mul
    ((hF (2 * l + 1 + 1) r).mul_const (-2 * Z)))).const_mul _).congr_deriv ?_
  -- the recurrence turns the derivative terms into the Coulomb attraction
  rw [hR, hl, Nat.add_sub_cancel, Nat.cast_add_one]
  linear_combination (2 * Z * ((2 * l + 1)! : ℝ) * r ^ l) * hrec
```

## Integrating against the core function

The moments come from Mathlib's Gamma integral at an integer argument.

```lean
/-- The radial moments of an exponential are `N!/a^(N+1)`. -/
theorem core_moment {a : ℝ} (ha : 0 < a) (N : ℕ) :
    ∫ r in Ioi (0 : ℝ), r ^ N * Real.exp (-(a * r)) = (N ! : ℝ) / a ^ (N + 1) := by
  have h := Real.integral_rpow_mul_exp_neg_mul_Ioi (a := (N : ℝ) + 1) (r := a)
    (by positivity) ha
  have e : (1 / a) ^ ((N : ℝ) + 1) = 1 / a ^ (N + 1) := by
    rw [show (N : ℝ) + 1 = ((N + 1 : ℕ) : ℝ) from (Nat.cast_succ N).symm,
      Real.rpow_natCast, one_div_pow]
  rw [Real.Gamma_nat_eq_factorial, e] at h
  simp only [add_sub_cancel_right, Real.rpow_natCast] at h
  rw [h]
  ring
```

In the next lemma `hT` is the cancellation of factorials, `hS` sums the resulting exponential series, and `hN` computes the integrals of the absolute values that justify the exchange. Integrability is then read off from the value: Lean assigns zero to the integral of a non-integrable function, and $e^{b/a}/a^{n+1}$ is not zero.

```lean
/-- A Coulomb series weighted by `r^n exp(-a r)` is integrable over `r > 0`, with an exponential
divided by a power of `a` as its integral. -/
theorem coulomb_laplace (n : ℕ) (b : ℝ) {a : ℝ} (ha : 0 < a) :
    Integrable (fun r => r ^ n * Real.exp (-(a * r)) * coulomb n (b * r))
      (volume.restrict (Ioi 0)) ∧
    ∫ r in Ioi (0 : ℝ), r ^ n * Real.exp (-(a * r)) * coulomb n (b * r) =
      Real.exp (b / a) / a ^ (n + 1) := by
  have hI : ∀ N : ℕ, Integrable (fun r : ℝ => r ^ N * Real.exp (-(a * r)))
      (volume.restrict (Ioi 0)) := by
    intro N
    by_contra h
    have hne : (N ! : ℝ) / a ^ (N + 1) ≠ 0 := by positivity
    exact hne ((core_moment ha N).symm.trans (integral_undef h))
  have hT : ∀ (y : ℝ) (k : ℕ), coeff n k * y ^ k * (((k + n)! : ℝ) / a ^ (k + n + 1)) =
      (y / a) ^ k / (k ! : ℝ) * (1 / a ^ (n + 1)) := by
    intro y k
    rw [coeff, div_pow, show a ^ (k + n + 1) = a ^ k * a ^ (n + 1) by ring]
    field_simp
  have hS : ∀ y : ℝ, HasSum (fun k : ℕ => y ^ k / (k ! : ℝ) * (1 / a ^ (n + 1)))
      (Real.exp y * (1 / a ^ (n + 1))) := by
    intro y
    rw [Real.exp_eq_exp_ℝ, NormedSpace.exp_eq_tsum_div]
    exact (Real.summable_pow_div_factorial y).hasSum.mul_right _
  have hN : ∀ k : ℕ, ∫ r in Ioi (0 : ℝ), ‖coeff n k * b ^ k *
      (r ^ (k + n) * Real.exp (-(a * r)))‖ =
      (|b| / a) ^ k / (k ! : ℝ) * (1 / a ^ (n + 1)) := by
    intro k
    rw [← hT, ← core_moment ha, ← integral_const_mul]
    refine setIntegral_congr_fun measurableSet_Ioi fun r hr => ?_
    have hr0 : 0 < r := hr
    simp [abs_of_pos hr0, abs_of_pos (coeff_relations n k).1]
  -- exchange of the sum and the radial integral
  have h := hasSum_integral_of_summable_integral_norm (μ := volume.restrict (Ioi (0 : ℝ)))
    (F := fun k r => coeff n k * b ^ k * (r ^ (k + n) * Real.exp (-(a * r))))
    (fun k => (hI _).const_mul _) ((summable_congr hN).2 (hS (|b| / a)).summable)
  have hu := h.unique ((hS (b / a)).congr_fun fun k => by
    rw [integral_const_mul, core_moment ha, hT])
  have hv : ∫ r in Ioi (0 : ℝ), r ^ n * Real.exp (-(a * r)) * coulomb n (b * r) =
      Real.exp (b / a) / a ^ (n + 1) := by
    refine Eq.trans ?_ (hu.trans (mul_one_div _ _))
    congr 1
    funext r
    rw [coulomb, ← tsum_mul_left]
    exact tsum_congr fun k => by rw [mul_pow]; ring
  refine ⟨?_, hv⟩
  by_contra hc
  have hne : Real.exp (b / a) / a ^ (n + 1) ≠ 0 := by positivity
  exact hne (hv.symm.trans (integral_undef hc))
```

The amplitude theorem states integrability over $r>0$, which means absolute convergence, and the closed form. The equation `e` is the splitting by the recurrence, and `h1` and `h2` evaluate the two parts.

```lean
/-- The threshold multipole amplitude converges and has a closed form, for any nuclear
charge `Z`, core exponent `a > 0` and angular momentum `l`. -/
theorem multipole_amplitude (Z : ℝ) (l : ℕ) {a : ℝ} (ha : 0 < a) :
    Integrable (multipoleDensity Z a l) (volume.restrict (Ioi 0)) ∧
    ∫ r in Ioi (0 : ℝ), multipoleDensity Z a l r = ((2 * l + 1)! : ℝ) *
      (2 * l + 2 - 2 * Z / a) * Real.exp (-2 * Z / a) / a ^ (2 * l + 3) := by
  have h1 := coulomb_laplace (2 * l + 1 + 1) (-2 * Z) ha
  have h2 := coulomb_laplace (2 * l + 1 + 1 + 1) (-2 * Z) ha
  have i1 := h1.1.const_mul (2 * (l : ℝ) + 2)
  have i2 := h2.1.const_mul (-2 * Z)
  -- the recurrence splits the density into two elementary integrals
  have e : multipoleDensity Z a l = fun r => ((2 * l + 1)! : ℝ) *
      ((2 * (l : ℝ) + 2) * (r ^ (2 * l + 1 + 1) * Real.exp (-(a * r)) *
        coulomb (2 * l + 1 + 1) (-2 * Z * r)) +
      (-2 * Z) * (r ^ (2 * l + 1 + 1 + 1) * Real.exp (-(a * r)) *
        coulomb (2 * l + 1 + 1 + 1) (-2 * Z * r))) := by
    funext r
    rw [multipoleDensity, thresholdWave, coulomb_recurrence (2 * l + 1)]
    push_cast
    ring
  rw [e]
  refine ⟨(i1.add i2).const_mul _, ?_⟩
  rw [integral_const_mul, integral_add i1 i2, integral_const_mul, integral_const_mul,
    h1.2, h2.2]
  ring
```

For the zero, the linear factor is rewritten as $(2/a)\big((l+1)a-Z\big)$. All other factors are nonzero.

```lean
/-- The threshold multipole amplitude vanishes exactly when the nuclear charge is `l + 1`
times the core exponent. -/
theorem amplitude_eq_zero_iff (Z : ℝ) (l : ℕ) {a : ℝ} (ha : 0 < a) :
    ∫ r in Ioi (0 : ℝ), multipoleDensity Z a l r = 0 ↔ Z = ((l : ℝ) + 1) * a := by
  have e : 2 * (l : ℝ) + 2 - 2 * Z / a = 2 / a * (((l : ℝ) + 1) * a - Z) := by
    field_simp
  have h2 : 2 / a ≠ 0 := by positivity
  have h3 : a ^ (2 * l + 3) ≠ 0 := by positivity
  have h4 : ((2 * l + 1)! : ℝ) ≠ 0 := by positivity
  rw [(multipole_amplitude Z l ha).2, e, div_eq_zero_iff, or_iff_left h3, mul_eq_zero,
    or_iff_left (Real.exp_ne_zero _), mul_eq_zero, or_iff_right h4, mul_eq_zero,
    or_iff_right h2, sub_eq_zero, eq_comm]
```

## Hydrogen

The last theorem sets $Z=l=1$ and, in the integral, $a=1$. Its three parts are the explicit series for $u$, the equation $u''=(2/r^2-2/r)u$, and the value $12e^{-2}$. The first part matches the terms of the two series; the other two specialize the general theorems.

```lean
/-- The hydrogen p wave at threshold: its power series, its radial equation, and its dipole integral
`12 exp(-2)` with the unnormalized 1s function `r exp(-r)`. -/
theorem hydrogen_threshold :
    (∀ r : ℝ, thresholdWave 1 1 r =
      ∑' k : ℕ, 6 * (-2) ^ k * r ^ (k + 2) / ((k ! : ℝ) * ((k + 3)! : ℝ))) ∧
    (∀ r : ℝ, 0 < r → HasDerivAt (deriv (thresholdWave 1 1))
      ((2 / r ^ 2 - 2 / r) * thresholdWave 1 1 r) r) ∧
    ∫ r in Ioi (0 : ℝ), r ^ 2 * Real.exp (-r) * thresholdWave 1 1 r =
      12 * Real.exp (-2) := by
  refine ⟨fun r => ?_, fun r hr => ?_, ?_⟩
  · rw [thresholdWave, coulomb, ← tsum_mul_left, ← tsum_mul_left]
    refine tsum_congr fun k => ?_
    show (3 ! : ℝ) * (r ^ 2 * (1 / ((k ! : ℝ) * ((k + 3)! : ℝ)) * (-2 * 1 * r) ^ k)) = _
    rw [mul_one, mul_pow, show 3 ! = 6 from rfl, Nat.cast_ofNat]
    ring
  · exact ((thresholdWave_schrodinger 1 1).2 r hr).congr_deriv (by norm_num)
  · have e : ∫ r in Ioi (0 : ℝ), r ^ 2 * Real.exp (-r) * thresholdWave 1 1 r =
        ∫ r in Ioi (0 : ℝ), multipoleDensity 1 1 1 r := by
      congr 1
      funext r
      rw [multipoleDensity, one_mul]
      ring
    rw [e, (multipole_amplitude 1 1 one_pos).2]
    norm_num [Nat.factorial]

end

end ThresholdPhotoionization
```

```lean
#print axioms ThresholdPhotoionization.multipole_amplitude
#print axioms ThresholdPhotoionization.amplitude_eq_zero_iff
#print axioms ThresholdPhotoionization.hydrogen_threshold
```

```
'ThresholdPhotoionization.multipole_amplitude' depends on axioms: [propext, Classical.choice, Quot.sound]
'ThresholdPhotoionization.amplitude_eq_zero_iff' depends on axioms: [propext, Classical.choice, Quot.sound]
'ThresholdPhotoionization.hydrogen_threshold' depends on axioms: [propext, Classical.choice, Quot.sound]
```
